# Above threshold and for $s \ge 2$ oscillators, the rotational RRK factor increases with rotation exactly when $B(E-E_0) > bE$

## Does rotation speed up a dissociation at fixed total energy?

An energised molecule stretches on its way to the transition state, so its moment of inertia changes while its angular momentum quantum number $J$ is conserved. I model this with the classical RRK expression. The total energy is $E$, the barrier without rotation is $E_0$ with $E > E_0 > 0$, there are $s \ge 2$ oscillators, and $j = J(J+1)$. Rotation locks up the energy $Bj$ in the reactant and $bj$ at the transition state, where $B, b > 0$ are rotational constants in energy units. With a frequency factor $\nu$, the rate is $k = \nu f(j)$,

$$f(j) = \left(\frac{E-E_0-bj}{E-Bj}\right)^{s-1}.$$

I expected $b < B$ to be enough for $f$ to rise with $j$, since the effective barrier $E_0-(B-b)j$ then drops. Trying numbers, I find instead that $f$ rises only when $B(E-E_0) > bE$. Is that the exact condition on the whole range where both energies are positive? I would like a rigorous argument, checked by machine.

## The sign of $B(E-E_0) - bE$ fixes the trend

Yes, for $s \ge 2$, $B, b > 0$ and $E > E_0 \ge 0$ the condition is necessary and sufficient. Lowering the barrier is only part of the effect, because at fixed $E$ rotation also removes vibrational energy from the reactant.

### The difference of two energy ratios

Write $A = E - E_0$, $\Delta = BA - bE$, and $r(j) = (A - bj)/(E - Bj)$, so that $f = r^{s-1}$. Let $D$ be the set of $j \ge 0$ with $bj < A$ and $Bj < E$. For $x, y \in D$, put the difference over a common denominator. Its numerator is

$$(A - by)(E - Bx) - (A - bx)(E - By) = BA(y-x) - bE(y-x),$$

since the terms $AE$ and $bBxy$ cancel. Hence

$$r(y) - r(x) = \frac{(y-x)\,\Delta}{(E-Bx)(E-By)}.$$

The denominator is positive on $D$, so $r(x) < r(y)$ exactly when $(y-x)\Delta > 0$. Also $r > 0$ on $D$, and $t \mapsto t^{s-1}$ is strictly increasing for $t \ge 0$ because $s - 1 \ge 1$. Therefore

$$f(x) < f(y) \iff (y-x)\,\Delta > 0 .$$

If $\Delta > 0$, every pair $x < y$ in $D$ has $f(x) < f(y)$. For the converse, $D$ must hold two points. It holds $0$, since $A > 0$ and $E > 0$. With $m = \min(A/b, E/B) > 0$ it also holds $m/2$, since $bm/2 \le A/2 < A$ and $Bm/2 \le E/2 < E$. If $f$ is strictly increasing, then $f(0) < f(m/2)$ gives $(m/2)\Delta > 0$, so $\Delta > 0$.

Exchanging $x$ and $y$ shows in the same way that $f$ is strictly decreasing exactly when $\Delta < 0$. If $\Delta = 0$, neither $f(0) < f(j)$ nor $f(j) < f(0)$ can hold, so $f(j) = f(0) = (A/E)^{s-1}$ on $D$. Conversely, $\Delta \ne 0$ makes $f(m/2) \ne f(0)$.

Finally, $\Delta > 0$ reads $(B-b)E > BE_0$. As $BE_0 \ge 0$ and $E > 0$, this forces $b < B$, and division by $B - b$ gives $E > BE_0/(B-b)$. Multiplying back gives the converse. So $b < B$ is necessary, and it becomes sufficient only above that energy.

### The Lean file

```lean
import Mathlib

open Set

namespace RotationalRRK

noncomputable section

/-- Ratio of the vibrational energy left at the transition state, `E - E0 - b j`,
to that of the energised reactant, `E - B j`, at rotational variable `j`. -/
def ratio (E E0 B b j : ℝ) : ℝ := (E - E0 - b * j) / (E - B * j)

/-- The rotational RRK factor for `s` oscillators: the energy ratio to the power `s - 1`. -/
def factor (E E0 B b : ℝ) (s : ℕ) (j : ℝ) : ℝ := ratio E E0 B b j ^ (s - 1)

/-- The values `j ≥ 0` of the rotational variable that leave positive energy both at the
transition state and in the reactant. -/
def openRange (E E0 B b : ℝ) : Set ℝ := {j | 0 ≤ j ∧ b * j < E - E0 ∧ B * j < E}

variable {E E0 B b : ℝ} {s : ℕ}

/-- The change of the energy ratio between `x` and `y` is `(y - x) (B (E - E0) - b E)`
divided by the product of the two reactant energies. -/
theorem ratio_sub {x y : ℝ} (hx : B * x < E) (hy : B * y < E) :
    ratio E E0 B b y - ratio E E0 B b x
      = (y - x) * (B * (E - E0) - b * E) / ((E - B * x) * (E - B * y)) := by
  have h1 : E - B * x ≠ 0 := (sub_pos.2 hx).ne'
  have h2 : E - B * y ≠ 0 := (sub_pos.2 hy).ne'
  unfold ratio
  rw [div_sub_div _ _ h2 h1, div_eq_div_iff (mul_ne_zero h2 h1) (mul_ne_zero h1 h2)]
  ring

/-- For `s ≥ 2` and two points of the open range, the factor is larger at `y` than at `x`
exactly when `(y - x) (B (E - E0) - b E)` is positive. -/
theorem factor_lt_iff (hs : 2 ≤ s) {x y : ℝ} (hx : x ∈ openRange E E0 B b)
    (hy : y ∈ openRange E E0 B b) :
    factor E E0 B b s x < factor E E0 B b s y ↔ 0 < (y - x) * (B * (E - E0) - b * E) := by
  obtain ⟨_, hx1, hx2⟩ := hx
  obtain ⟨_, hy1, hy2⟩ := hy
  have px : 0 < ratio E E0 B b x := div_pos (by linarith) (by linarith)
  have py : 0 < ratio E E0 B b y := div_pos (by linarith) (by linarith)
  have hn : s - 1 ≠ 0 := by omega
  have hd : 0 < (E - B * x) * (E - B * y) := mul_pos (by linarith) (by linarith)
  -- the power preserves the order of positive ratios
  have h1 : factor E E0 B b s x < factor E E0 B b s y ↔ ratio E E0 B b x < ratio E E0 B b y :=
    pow_lt_pow_iff_left₀ px.le py.le hn
  -- the sign of the change of the ratio is that of its numerator
  rw [h1, ← sub_pos, ratio_sub hx2 hy2, lt_div_iff₀ hd, zero_mul]

/-- Above threshold the open range contains `j = 0` and a strictly positive `j`. -/
theorem openRange_two_points (hE0 : 0 ≤ E0) (hE : E0 < E) (hB : 0 < B) (hb : 0 < b) :
    0 ∈ openRange E E0 B b ∧ ∃ j, 0 < j ∧ j ∈ openRange E E0 B b := by
  have hE' : 0 < E := by linarith
  have hD : 0 < E - E0 := by linarith
  refine ⟨⟨le_rfl, by linarith, by linarith⟩, ?_⟩
  have hm : 0 < min ((E - E0) / b) (E / B) := lt_min (div_pos hD hb) (div_pos hE' hB)
  have h1 := (le_div_iff₀ hb).1 (min_le_left ((E - E0) / b) (E / B))
  have h2 := (le_div_iff₀ hB).1 (min_le_right ((E - E0) / b) (E / B))
  generalize min ((E - E0) / b) (E / B) = m at hm h1 h2
  exact ⟨m / 2, by linarith, by linarith, by linarith, by linarith⟩

/-- The rotational RRK factor is strictly increasing in `j` on the open range if and only if
`B (E - E0) > b E`. -/
theorem strictMonoOn_iff (hE0 : 0 ≤ E0) (hE : E0 < E) (hB : 0 < B) (hb : 0 < b)
    (hs : 2 ≤ s) :
    StrictMonoOn (factor E E0 B b s) (openRange E E0 B b) ↔ b * E < B * (E - E0) := by
  constructor
  · intro h
    -- compare `j = 0` with a positive point of the range
    obtain ⟨h0, j, hj, hjD⟩ := openRange_two_points hE0 hE hB hb
    have h1 := (factor_lt_iff hs h0 hjD).1 (h h0 hjD hj)
    rw [sub_zero] at h1
    exact sub_pos.1 ((mul_pos_iff_of_pos_left hj).1 h1)
  · intro h x hx y hy hxy
    exact (factor_lt_iff hs hx hy).2 (mul_pos (sub_pos.2 hxy) (sub_pos.2 h))

/-- The rotational RRK factor is strictly decreasing in `j` on the open range if and only if
`B (E - E0) < b E`. -/
theorem strictAntiOn_iff (hE0 : 0 ≤ E0) (hE : E0 < E) (hB : 0 < B) (hb : 0 < b)
    (hs : 2 ≤ s) :
    StrictAntiOn (factor E E0 B b s) (openRange E E0 B b) ↔ B * (E - E0) < b * E := by
  constructor
  · intro h
    obtain ⟨h0, j, hj, hjD⟩ := openRange_two_points hE0 hE hB hb
    have h1 := (factor_lt_iff hs hjD h0).1 (h h0 hjD hj)
    have h2 : 0 < j * (b * E - B * (E - E0)) := by linarith
    exact sub_pos.1 ((mul_pos_iff_of_pos_left hj).1 h2)
  · intro h x hx y hy hxy
    refine (factor_lt_iff hs hy hx).2 ?_
    have h1 := mul_pos (sub_pos.2 hxy) (sub_pos.2 h)
    linarith

/-- The rotational RRK factor equals its non-rotating value `((E - E0) / E) ^ (s - 1)` on the
whole open range if and only if `B (E - E0) = b E`. -/
theorem constant_iff (hE0 : 0 ≤ E0) (hE : E0 < E) (hB : 0 < B) (hb : 0 < b) (hs : 2 ≤ s) :
    (∀ j ∈ openRange E E0 B b, factor E E0 B b s j = ((E - E0) / E) ^ (s - 1))
      ↔ B * (E - E0) = b * E := by
  obtain ⟨h0, j, hj, hjD⟩ := openRange_two_points hE0 hE hB hb
  have f0 : factor E E0 B b s 0 = ((E - E0) / E) ^ (s - 1) := by simp [factor, ratio]
  rw [← f0]
  constructor
  · intro h
    -- a strict inequality either way would make the factor strictly monotone
    rcases lt_trichotomy (B * (E - E0)) (b * E) with h1 | h1 | h1
    · exact absurd (h j hjD) ((strictAntiOn_iff hE0 hE hB hb hs).2 h1 h0 hjD hj).ne
    · exact h1
    · exact absurd (h j hjD) ((strictMonoOn_iff hE0 hE hB hb hs).2 h1 h0 hjD hj).ne'
  · intro h x hx
    have hz : B * (E - E0) - b * E = 0 := sub_eq_zero.2 h
    apply le_antisymm
    · rw [← not_lt, factor_lt_iff hs h0 hx, hz, mul_zero]
      exact lt_irrefl _
    · rw [← not_lt, factor_lt_iff hs hx h0, hz, mul_zero]
      exact lt_irrefl _

/-- The rotational RRK factor is strictly increasing in `j` on the open range if and only if
the transition state has the smaller rotational constant, `b < B`, and the energy exceeds
`B E0 / (B - b)`. -/
theorem strictMonoOn_iff_threshold (hE0 : 0 ≤ E0) (hE : E0 < E) (hB : 0 < B) (hb : 0 < b)
    (hs : 2 ≤ s) :
    StrictMonoOn (factor E E0 B b s) (openRange E E0 B b)
      ↔ b < B ∧ B * E0 / (B - b) < E := by
  rw [strictMonoOn_iff hE0 hE hB hb hs]
  have hE' : 0 < E := by linarith
  constructor
  · intro h
    -- `(B - b) E > B E0 ≥ 0` forces `b < B`
    have h0 : 0 ≤ B * E0 := mul_nonneg hB.le hE0
    have h1 : 0 < E * (B - b) := by linarith
    have h2 : 0 < B - b := (mul_pos_iff_of_pos_left hE').1 h1
    refine ⟨sub_pos.1 h2, ?_⟩
    rw [div_lt_iff₀ h2]
    linarith
  · rintro ⟨h1, h2⟩
    rw [div_lt_iff₀ (sub_pos.2 h1)] at h2
    linarith

end

end RotationalRRK
```
```lean
#print axioms RotationalRRK.constant_iff
#print axioms RotationalRRK.strictMonoOn_iff_threshold
```

```
'RotationalRRK.constant_iff' depends on axioms: [propext, Classical.choice, Quot.sound]
'RotationalRRK.strictMonoOn_iff_threshold' depends on axioms: [propext, Classical.choice, Quot.sound]
```

### What the theorems state

`ratio`, `factor` and `openRange` are $r$, $f$ and $D$. All energies are real numbers in one common unit, and `j` is a real variable that stands for $J(J+1)$, not for $J$. `StrictMonoOn (factor E E0 B b s) (openRange E E0 B b)` says that $f(x) < f(y)$ for all $x < y$ in $D$, and `StrictAntiOn` says $f(y) < f(x)$ for the same pairs.

The four final theorems share the hypotheses `0 ≤ E0`, `E0 < E`, `0 < B`, `0 < b` and `2 ≤ s`. The first is weaker than your $E_0 > 0$ and admits a vanishing barrier. `strictMonoOn_iff` is your claim, `strictAntiOn_iff` is the decreasing case, `constant_iff` says that $f$ equals $((E-E_0)/E)^{s-1}$ throughout $D$ exactly when $B(E-E_0) = bE$, and `strictMonoOn_iff_threshold` is the form $b < B$ and $E > BE_0/(B-b)$. In the last one Lean would read the quotient as $0$ at $b = B$, and the conjunct `b < B` excludes that case. Physical $j$ takes only the values $0, 2, 6, \dots$. For these `factor_lt_iff` applies directly to any two levels in $D$, while the equivalences about monotonicity refer to the continuous range, which always has two points even when only $J = 0$ is open.

The formula for $f$ is the definition of the model and is not derived. It stands for $s$ classical harmonic oscillators that share energy statistically, with one conserved rotational variable whose energy is unavailable to them. The constants $B$ and $b$ stand for rigid geometries, each inversely proportional to a moment of inertia, with a transition state that does not move with $E$ or $j$. The frequency $\nu$ is absent from the file, so the trend carries over to $k$ when $\nu$ is positive and independent of $j$; a $\nu$ that varies with $j$ is not covered by the theorems. Full RRKM theory counts quantum states of reactant and transition state, and nothing here is proved about such counts, about tunnelling, or about rotations that exchange energy with the vibrations. A single constant multiplying $J(J+1)$ is exact for a rigid linear molecule or spherical top; other molecules have more than one rotational constant, and $B$ and $b$ are then effective values that have to be chosen. With that choice made, a barrier and two geometries from an electronic structure calculation give $E_0$, $B$ and $b$, and thus the direction of the $J$ dependence at a given $E$ within this classical, rigid-rotor model.

One caution follows from the algebra and is not among the checked theorems: $r$ exceeds $1$ once $(B-b)j > E_0$, where the effective barrier has vanished and a fixed transition state loses its meaning, although such $j$ can still lie in $D$.

### How the proof follows the derivation

`ratio_sub` is the difference formula. `div_sub_div` forms the common denominator, `div_eq_div_iff` cross-multiplies, and `ring` does the cancellation. `factor_lt_iff` is the equivalence $f(x) < f(y) \iff (y-x)\Delta > 0$. After the power is removed, `sub_pos` and `ratio_sub` turn $r(x) < r(y)$ into positivity of the quotient, and `lt_div_iff₀ hd` clears the positive denominator. `openRange_two_points` supplies $0$ and $m/2$. It extracts the bounds on $mb$ and $mB$ with `le_div_iff₀`, renames the minimum with `generalize`, and leaves linear inequalities.

`strictMonoOn_iff` compares $0$ with the positive point and cancels that point with `mul_pos_iff_of_pos_left`; the other direction is `mul_pos`. `strictAntiOn_iff` calls `factor_lt_iff` with the two points exchanged. `constant_iff` splits on the sign of $\Delta$ with `lt_trichotomy` and rejects both strict cases, and for the converse rules out both strict inequalities between $f(x)$ and $f(0)$. The threshold theorem repeats the sign argument for $B - b$ and moves that factor with `div_lt_iff₀`.

### Removing the power

The proof turns on `pow_lt_pow_iff_left₀`. For real $u, v \ge 0$ and a natural number $n \ne 0$ it gives $u^n < v^n \iff u < v$. Being an equivalence, it serves both directions of the theorems and replaces a derivative of $f$, so $s$ drops out of the final condition. Its sign hypotheses are `px.le` and `py.le`, and they matter, since $1^2 < (-2)^2$ while $1 > -2$. This is where the open-channel condition $bj < E - E_0$ enters. Its exponent hypothesis is `hn : s - 1 ≠ 0`, with subtraction of natural numbers, which `omega` obtains from `2 ≤ s`. At $s = 1$ the exponent is $0$ and $f = 1$ has no trend at all.

### Two oscillators, and a vanishing barrier

At $s = 2$ the factor is $r$ itself. Take $B = 2$, $b = 1$, $E_0 = 1$, so that the crossover energy $BE_0/(B-b)$ is $2$. These numbers illustrate the algebra and are not realistic: $B$ exceeds the barrier, and in each case below $D$ ends before $j = 2$, so $J = 0$ is its only physical level and the trends refer to continuous $j$. Dividing $B$ and $b$ by a common large factor keeps the sign of $\Delta$ and stretches $D$ over many levels. At $E = 2$, $f = (1-j)/(2-2j) = 1/2$ for $0 \le j < 1$. At $E = 3/2$, $f = (1/2 - j)/(3/2 - 2j)$ falls from $1/3$ toward $0$ on $0 \le j < 1/2$, although $b < B$. At $E = 3$, $f = (2-j)/(3-2j)$ rises from $2/3$. For $E_0 = 0$ the crossover energy is $0$, and your original criterion $b < B$ is exact as algebra, although for $b < B$ every $j > 0$ in $D$ then has $r > 1$, the regime of the caution above.
